# Mean radius, mean inverse radius and small-component weight of the Dirac–Coulomb ground state

When a radial Dirac program is run on a one-electron ion, its grid or basis can be judged by comparing the computed $\langle r\rangle$, $\langle 1/r\rangle$ and small-component weight with closed forms. For the ground state in the field of a fixed point nucleus of charge number $Z$, let $a=Z\alpha$ with $\alpha$ the fine-structure constant. With $0<a<1$ and $g=\sqrt{1-a^2}$, these are

$$\langle r\rangle=\frac{2g+1}{2a},\qquad \langle 1/r\rangle=\frac ag,\qquad \frac{\int Q^2\,dr}{\int (P^2+Q^2)\,dr}=\frac{1-g}{2}.$$

Here $P$ and $Q$ are the large and small radial components, and $\hbar=m=c=1$, so lengths are in units of $\hbar/mc$. The letter $a$ is not the Bohr radius.

```lean
import Mathlib

open MeasureTheory Set

namespace DiracCoulombMeans

noncomputable section

/-- The relativistic exponent `g = √(1 - a²)` for coupling strength `a`, with `|a| ≤ 1`. -/
def gam (a : ℝ) : ℝ := √(1 - a ^ 2)
```

`gam a` is $g$, usually written $\gamma$ in textbooks. It is a number, not the radial function that some books call $g(r)$.

```lean
/-- The large radial component `P = r^g exp(-a r)`, for `r > 0`. -/
def P (a r : ℝ) : ℝ := r ^ gam a * Real.exp (-(a * r))
```

This is $P(r)=r^g e^{-ar}$. It is $r$ times the radial amplitude in the spinor, so $P^2$ already includes the $r^2$ of the volume element.

```lean
/-- The small radial component `Q = -(1 - g) P / a`, for `a ≠ 0` and `r > 0`. -/
def Q (a r : ℝ) : ℝ := -(1 - gam a) * P a r / a
```

This is $Q=-(1-g)P/a$. The sign of $Q$ relative to $P$ depends on the phase convention and drops out of everything below. Both components are taken as given: that they solve the radial Dirac equation is the textbook input linking these formulas to the ion.

```lean
/-- The unnormalised radial density `P² + Q²`, for `a ≠ 0` and `r > 0`. -/
def density (a r : ℝ) : ℝ := P a r ^ 2 + Q a r ^ 2
```

The radial density is $P^2+Q^2$, not yet normalised.

```lean
/-- The mean of a radial function `f` in the density `P² + Q²` on `r > 0`, for `0 < a < 1`
and `f` integrable against the density. -/
def mean (a : ℝ) (f : ℝ → ℝ) : ℝ :=
  (∫ r in Ioi 0, f r * density a r) / ∫ r in Ioi 0, density a r
```

The mean of $f$ is $\int_0^\infty f\,(P^2+Q^2)\,dr$ divided by $\int_0^\infty (P^2+Q^2)\,dr$. `Ioi 0` is the open half-line $r>0$.

```lean
/-- For `0 < a < 1` the exponent `g` is positive and satisfies `g² = 1 - a²`. -/
theorem gam_spec {a : ℝ} (h0 : 0 < a) (h1 : a < 1) :
    0 < gam a ∧ gam a ^ 2 = 1 - a ^ 2 := by
  have h : 0 < 1 - a ^ 2 := by nlinarith
  exact ⟨Real.sqrt_pos.2 h, Real.sq_sqrt h.le⟩
```

The hypotheses `h0` and `h1` say $0<a<1$, and `∧` means "and". Since $1-a^2>0$, its root is positive and squares back to $1-a^2$.

## One amplitude ratio at every radius

```lean
/-- For `0 < a < 1` the small component carries the fraction `(1 - g)/2` of the density
at every radius. -/
theorem small_component_sq {a : ℝ} (h0 : 0 < a) (h1 : a < 1) (r : ℝ) :
    Q a r ^ 2 = (1 - gam a) / 2 * density a r := by
  obtain ⟨_, hs⟩ := gam_spec h0 h1
  -- the squared amplitude ratio is (1 - g)/(1 + g)
  have hk : ((1 - gam a) / a) ^ 2 * (1 + gam a) = 1 - gam a := by
    rw [div_pow, div_mul_eq_mul_div, div_eq_iff (by positivity)]
    linear_combination (-(1 - gam a)) * hs
  simp only [density, Q]
  linear_combination (P a r ^ 2 / 2) * hk
```

At each $r$, $Q^2=\frac{1-g}{2}(P^2+Q^2)$. By hand, $a^2=(1-g)(1+g)$ gives

$$\frac{Q^2}{P^2}=\frac{(1-g)^2}{a^2}=\frac{1-g}{1+g},\qquad P^2+Q^2=\frac{2}{1+g}P^2,$$

and the claim follows. `hk` is the equality $(1-g)^2/a^2=(1-g)/(1+g)$ multiplied through by $1+g$; `linear_combination` checks the remaining algebra.

```lean
/-- For `0 < a < 1` and `r > 0`, the density times `r^s` is a power of `r` times
`exp(-2 a r)`, with prefactor `2/(1 + g)`. -/
theorem rpow_mul_density {a r : ℝ} (h0 : 0 < a) (h1 : a < 1) (hr : 0 < r) (s : ℝ) :
    r ^ s * density a r =
      2 / (1 + gam a) * (r ^ (2 * gam a + 1 + s - 1) * Real.exp (-(2 * a * r))) := by
  obtain ⟨hg, _⟩ := gam_spec h0 h1
  have hd : density a r = 2 / (1 + gam a) * P a r ^ 2 := by
    have h := small_component_sq h0 h1 r
    have hd : density a r = P a r ^ 2 + Q a r ^ 2 := rfl
    rw [div_mul_eq_mul_div, eq_div_iff (by positivity)]
    linear_combination 2 * hd + 2 * h
  have e1 : r ^ (2 * gam a + 1 + s - 1) = r ^ s * (r ^ gam a) ^ 2 := by
    rw [show 2 * gam a + 1 + s - 1 = s + gam a + gam a by ring,
      Real.rpow_add hr, Real.rpow_add hr]
    ring
  have e2 : Real.exp (-(2 * a * r)) = Real.exp (-(a * r)) ^ 2 := by
    rw [sq, ← Real.exp_add]
    congr 1
    ring
  rw [hd, e1, e2, P]
  ring
```

Multiplying the density by $r^s$ gives

$$r^s(P^2+Q^2)=\frac{2}{1+g}\,r^{2g+s}e^{-2ar}.$$

Lean writes the exponent as $(2g+1+s)-1$, the shape of a Gamma integrand. `e1` and `e2` combine the powers and the exponentials.

## Moments and their convergence

```lean
/-- For `0 < a < 1` and `s > -(2g + 1)`, the unnormalised moment of `r^s` is a Gamma
function times a power of `1/(2a)`, with prefactor `2/(1 + g)`. -/
theorem integral_moment {a s : ℝ} (h0 : 0 < a) (h1 : a < 1) (hs : 0 < 2 * gam a + 1 + s) :
    ∫ r in Ioi 0, r ^ s * density a r =
      2 / (1 + gam a) *
        ((1 / (2 * a)) ^ (2 * gam a + 1 + s) * Real.Gamma (2 * gam a + 1 + s)) := by
  have h : EqOn (fun r => r ^ s * density a r) (fun r => 2 / (1 + gam a) *
      (r ^ (2 * gam a + 1 + s - 1) * Real.exp (-(2 * a * r)))) (Ioi 0) :=
    fun r hr => rpow_mul_density h0 h1 hr s
  rw [setIntegral_congr_fun measurableSet_Ioi h, integral_const_mul,
    Real.integral_rpow_mul_exp_neg_mul_Ioi hs (by positivity)]
```

Put $\nu=2g+1+s>0$ and substitute $t=2ar$:

$$\int_0^\infty r^s(P^2+Q^2)\,dr=\frac{2}{1+g}\,\frac{\Gamma(\nu)}{(2a)^\nu}.$$

Mathlib supplies the Gamma integral. At $s=0$ this is the norm $N=\frac{2}{1+g}\Gamma(2g+1)/(2a)^{2g+1}$, so the normalised components are $P/\sqrt N$ and $Q/\sqrt N$.

```lean
/-- For `0 < a < 1`, the moment of `r^s` converges exactly when `s > -(2g + 1)`. -/
theorem integrable_moment_iff {a : ℝ} (h0 : 0 < a) (h1 : a < 1) (s : ℝ) :
    IntegrableOn (fun r => r ^ s * density a r) (Ioi 0) ↔ -(2 * gam a + 1) < s := by
  obtain ⟨hg, _⟩ := gam_spec h0 h1
  constructor
  · intro h
    -- near the nucleus the integrand dominates a pure power of r
    have hpow : IntegrableOn (fun r : ℝ => r ^ (2 * gam a + 1 + s - 1)) (Ioo 0 1) := by
      refine Integrable.mono' (Integrable.const_mul (h.mono_set Ioo_subset_Ioi_self)
        ((1 + gam a) / 2 * Real.exp (2 * a)))
        (measurable_id.pow_const _).aestronglyMeasurable ?_
      filter_upwards [ae_restrict_mem measurableSet_Ioo] with r hr
      have hx : 0 ≤ r ^ (2 * gam a + 1 + s - 1) := Real.rpow_nonneg hr.1.le _
      have he : 1 ≤ Real.exp (2 * a) * Real.exp (-(2 * a * r)) := by
        rw [← Real.exp_add]
        exact Real.one_le_exp (by nlinarith [hr.2])
      have hc : (1 + gam a) / 2 * (2 / (1 + gam a)) = 1 := by field_simp
      rw [Real.norm_of_nonneg hx, rpow_mul_density h0 h1 hr.1 s]
      refine (le_mul_of_one_le_right hx he).trans (le_of_eq ?_)
      linear_combination (-(r ^ (2 * gam a + 1 + s - 1) *
        (Real.exp (2 * a) * Real.exp (-(2 * a * r))))) * hc
    have := (intervalIntegral.integrableOn_Ioo_rpow_iff one_pos).1 hpow
    linarith
  · intro hs
    have hs' : 0 < 2 * gam a + 1 + s := by linarith
    -- a non-zero integral can only come from an integrable function
    by_contra h
    have hp : 0 < ∫ r in Ioi 0, r ^ s * density a r := by
      rw [integral_moment h0 h1 hs']
      exact mul_pos (by positivity) (mul_pos (by positivity) (Real.Gamma_pos_of_pos hs'))
    exact hp.ne' (integral_undef h)
```

The moment converges exactly when $s>-(2g+1)$. By hand, the exponential controls large $r$, and near the nucleus the integrand behaves as $r^{\nu-1}$, which is integrable only for $\nu>0$.

For necessity, Lean uses $e^{2a}e^{-2ar}\ge1$ on $(0,1)$ to bound $r^{\nu-1}$ by a constant times the integrand, then applies the known criterion for pure powers.

Sufficiency rests on `integral_undef`: Lean assigns the value $0$ to the integral of a non-integrable function. The previous theorem gives a strictly positive value, so the function must be integrable. The convention thus turns a computed value into a convergence proof, with no separate estimate at large $r$.

```lean
/-- For `0 < a < 1` and every real `s > -(2g + 1)`, the mean of `r^s` is
`Γ(2g + 1 + s) / (Γ(2g + 1) (2a)^s)`. -/
theorem mean_rpow {a s : ℝ} (h0 : 0 < a) (h1 : a < 1) (hs : -(2 * gam a + 1) < s) :
    mean a (fun r => r ^ s) =
      Real.Gamma (2 * gam a + 1 + s) / (Real.Gamma (2 * gam a + 1) * (2 * a) ^ s) := by
  obtain ⟨hg, _⟩ := gam_spec h0 h1
  have hn := integral_moment (s := 0) h0 h1 (by linarith)
  simp only [Real.rpow_zero, one_mul, add_zero] at hn
  have hb : 0 < 1 / (2 * a) := by positivity
  have e : (1 / (2 * a)) ^ (2 * gam a + 1 + s) =
      (1 / (2 * a)) ^ (2 * gam a + 1) * ((2 * a) ^ s)⁻¹ := by
    rw [Real.rpow_add hb]
    congr 1
    rw [one_div, Real.inv_rpow (by positivity)]
  have hA : (1 / (2 * a)) ^ (2 * gam a + 1) ≠ 0 := (Real.rpow_pos_of_pos hb _).ne'
  have hB : (2 * a) ^ s ≠ 0 := (Real.rpow_pos_of_pos (by positivity) _).ne'
  have hG : Real.Gamma (2 * gam a + 1) ≠ 0 := (Real.Gamma_pos_of_pos (by positivity)).ne'
  have hc : 1 + gam a ≠ 0 := by positivity
  unfold mean
  rw [integral_moment h0 h1 (by linarith), hn, e]
  generalize (1 / (2 * a)) ^ (2 * gam a + 1) = A at hA ⊢
  generalize (2 * a) ^ s = B at hB ⊢
  generalize Real.Gamma (2 * gam a + 1) = G at hG ⊢
  field_simp
```

Dividing the moment by the norm cancels $2/(1+g)$ and the common power of $2a$:

$$\langle r^s\rangle=\frac{\Gamma(2g+1+s)}{\Gamma(2g+1)\,(2a)^s}.$$

The `generalize` lines replace the non-zero powers and Gamma value by letters, so that `field_simp` can cancel them.

## The three closed forms

```lean
/-- For `0 < a < 1`, the density `P² + Q²` has mean radius `(2g + 1)/(2a)` and mean inverse
radius `a/g`, and `Q²` carries the fraction `(1 - g)/2` of its integral. -/
theorem ground_state_means {a : ℝ} (h0 : 0 < a) (h1 : a < 1) :
    mean a (fun r => r) = (2 * gam a + 1) / (2 * a) ∧
    mean a (fun r => r⁻¹) = a / gam a ∧
    (∫ r in Ioi 0, Q a r ^ 2) / (∫ r in Ioi 0, density a r) = (1 - gam a) / 2 := by
  obtain ⟨hg, _⟩ := gam_spec h0 h1
  refine ⟨?_, ?_, ?_⟩
  · have h := mean_rpow (s := 1) h0 h1 (by linarith)
    simp only [Real.rpow_one] at h
    have hG : Real.Gamma (2 * gam a + 1) ≠ 0 := (Real.Gamma_pos_of_pos (by positivity)).ne'
    rw [h, Real.Gamma_add_one (by positivity)]
    field_simp
  · have h := mean_rpow (s := -1) h0 h1 (by linarith)
    simp only [Real.rpow_neg_one] at h
    have hG : Real.Gamma (2 * gam a) ≠ 0 := (Real.Gamma_pos_of_pos (by positivity)).ne'
    rw [h, show 2 * gam a + 1 + -1 = 2 * gam a by ring, Real.Gamma_add_one (by positivity)]
    field_simp
  · -- the fraction is the same at every radius, so it survives integration
    have hn := integral_moment (s := 0) h0 h1 (by linarith)
    simp only [Real.rpow_zero, one_mul, add_zero] at hn
    have hp : 0 < ∫ r in Ioi 0, density a r := by
      rw [hn]
      exact mul_pos (by positivity)
        (mul_pos (by positivity) (Real.Gamma_pos_of_pos (by positivity)))
    simp_rw [small_component_sq h0 h1]
    rw [integral_const_mul, mul_div_assoc, div_self hp.ne', mul_one]
```

With $\Gamma(x+1)=x\Gamma(x)$, the cases $s=1$ and $s=-1$ give

$$\langle r\rangle=\frac{\Gamma(2g+2)}{2a\,\Gamma(2g+1)}=\frac{2g+1}{2a},\qquad
\langle 1/r\rangle=\frac{2a\,\Gamma(2g)}{2g\,\Gamma(2g)}=\frac ag.$$

For the third part, the constant $(1-g)/2$ comes out of the integral and the positive norm cancels.

As $a\to0$, $g\to1$: then $a\langle r\rangle\to\frac32$ and $\langle1/r\rangle/a\to1$, the Schrödinger 1s values, while the small-component fraction vanishes as $a^2/4$.

```lean
/-- For `0 < a < 1`, the integral of `1/r²` against the density converges exactly when
`a² < 3/4`. -/
theorem inverse_square_integrable_iff {a : ℝ} (h0 : 0 < a) (h1 : a < 1) :
    IntegrableOn (fun r => r ^ (-2 : ℝ) * density a r) (Ioi 0) ↔ a ^ 2 < 3 / 4 := by
  obtain ⟨hg, hs⟩ := gam_spec h0 h1
  rw [integrable_moment_iff h0 h1]
  constructor
  · intro h
    nlinarith
  · intro h
    by_contra hc
    have hle : gam a ≤ 1 / 2 := by linarith
    nlinarith

end

end DiracCoulombMeans
```

For $s=-2$ the convergence condition reads $g>\frac12$, that is $1-a^2>\frac14$, or $a^2<\frac34$. Since the potential is $-a/r$, this decides whether the mean of its square is finite in this point-nucleus state. Lean passes between $g$ and $a^2$ with `nlinarith`, using $g>0$ and $g^2=1-a^2$.

```lean
#print axioms DiracCoulombMeans.ground_state_means
#print axioms DiracCoulombMeans.inverse_square_integrable_iff
```

```
'DiracCoulombMeans.ground_state_means' depends on axioms: [propext, Classical.choice, Quot.sound]
'DiracCoulombMeans.inverse_square_integrable_iff' depends on axioms: [propext, Classical.choice, Quot.sound]
```
